# By the method of images, the potential of a positive line charge between grounded plates is zero on the plates and positive between them away from the charge

## One logarithm in place of an infinite row of images

In a two-dimensional calculation with charged wires between two parallel grounded plates, the potential of each wire may be wanted at many field points, with the charge induced on the plates included. The method of images turns the induced charge into an infinite row of image wires, and a closed form sums that row. Each evaluation then costs one logarithm of a ratio of sines, and no surface charge has to be solved for. This rests on the closed form having the right boundary values and the right singularity, and satisfying Laplace's equation elsewhere between the plates.

Take the plates at $\operatorname{Re} z=0$ and $\operatorname{Re} z=L$, and the wire at $w$, with $0<\operatorname{Re} w<L$. Reflection in the two plates produces equal charges at $w+2Ln$ and opposite charges at $-\bar w+2Ln$, for all integers $n$. The function $\sin(\pi(z-w)/(2L))$ vanishes exactly at the first row and $\sin(\pi(z+\bar w)/(2L))$ exactly at the second. This suggests the reduced potential
$$G(z)=\ln\frac{|\sin(\pi(z+\bar w)/(2L))|}{|\sin(\pi(z-w)/(2L))|}.$$
For a wire with charge $\lambda$ per unit length in vacuum, the physical potential is $\lambda G/(2\pi\varepsilon_0)$.

## What is claimed about $G$

Let $0<\operatorname{Re} w<L$, which already forces $L>0$.

- If $\operatorname{Re} z=0$ or $\operatorname{Re} z=L$, then $G(z)=0$.
- If $0<\operatorname{Re} z<L$ and $z\ne w$, then $G(z)>0$, and $G$ is harmonic at $z$.
- As $z\to w$ with $z\neq w$, $G(z)+\ln|z-w|\to\ln\left(\frac{2L}{\pi}\sin\frac{\pi\operatorname{Re} w}{L}\right)$.
- Exchanging $z$ and $w$ leaves the potential unchanged.

The first two items give grounded plates and Laplace's equation in the charge-free region. The third says that the singularity is that of a single line charge of unit reduced strength. Both logarithms in it contain a length, so the same unit must be used in each.

## Two squared moduli that differ by a product of standing waves

Write $k=\pi/(2L)$, $z=x+iy$ and $w=x_w+iy_w$, and let
$$N=|\sin(k(z+\bar w))|,\qquad D=|\sin(k(z-w))|,$$
so that $G=\ln(N/D)$.

For real $p$ and $q$, $\sin(p+iq)=\sin p\cosh q+i\cos p\sinh q$. Hence
$$|\sin(p+iq)|^2=\sin^2p\,(1+\sinh^2q)+\cos^2p\,\sinh^2q=\sin^2p+\sinh^2q.$$

Since $z+\bar w=(x+x_w)+i(y-y_w)$ and $z-w=(x-x_w)+i(y-y_w)$, the $\sinh^2$ terms of $N^2$ and $D^2$ are the same. With $\sin^2(a+b)-\sin^2(a-b)=\sin 2a\,\sin 2b$, $a=kx$ and $b=kx_w$, this gives
$$N^2-D^2=\sin\frac{\pi x}{L}\,\sin\frac{\pi x_w}{L}.$$

**Zeros of the source factor.** If $D=0$, then $\sin(k(x-x_w))=0$ and $\sinh(k(y-y_w))=0$. The second equation gives $y=y_w$. For $0\le x\le L$ we have $|x-x_w|<L$, so $|k(x-x_w)|<\pi/2$, and the first gives $x=x_w$. Thus $D>0$ on the plates and between them, except at the wire.

**Sign.** On a plate $\sin(\pi x/L)=0$, so $N=D>0$ and $G=\ln 1=0$. Between the plates both standing waves are positive, so $N>D>0$ away from the wire and $G>0$.

**Laplace's equation.** Near such a point, $f(z)=\sin(k(z+\bar w))/\sin(k(z-w))$ is analytic and nonzero. Therefore $G=\ln|f|$ is locally the real part of an analytic logarithm of $f$, and it is harmonic.

**Limit at the wire.** As $z\to w$, $D/|z-w|\to k$, while $N\to|\sin(2kx_w)|=\sin(\pi x_w/L)$. So
$$G+\ln|z-w|=\ln\frac{N}{D/|z-w|}\to\ln\frac{\sin(\pi x_w/L)}{k},$$
and $1/k=2L/\pi$.

**Exchange.** $D$ is symmetric in $z$ and $w$ because sine is odd. The difference $N^2-D^2$ is also symmetric, hence so is $N$.

## Evaluating the potential and the force in code

The difference of squares gives a form that suits floating-point work:
$$G=\frac12\ln\left(1+\frac{\sin(\pi x/L)\,\sin(\pi x_w/L)}{\sin^2(k(x-x_w))+\sinh^2(k(y-y_w))}\right).$$
Far along the plates $N/D$ is close to 1, and forming the ratio first loses digits. A `log1p` routine applied to the fraction keeps them.

For several wires, each $G$ is multiplied by its own wire's $\lambda/(2\pi\varepsilon_0)$ and the results are added. At the position of one of the wires its own $G$ diverges. Replacing that $G$ by the limit at the wire gives the potential there with only the wire's own bare logarithm left out. The energy per unit length of a single wire with its induced charge is, up to a constant,
$$W=\frac{\lambda^2}{4\pi\varepsilon_0}\ln\left(\frac{2L}{\pi}\sin\frac{\pi x_w}{L}\right),$$
and $-dW/dx_w=-\frac{\lambda^2}{4L\varepsilon_0}\cot\frac{\pi x_w}{L}$ is the force per unit length, which pulls the wire towards the nearer plate.

## The Lean file

```lean
import Mathlib

open scoped Real Topology ComplexConjugate

namespace LineChargeBetweenPlates

noncomputable section

/-- The sine factor `sin (π s / (2 L))` of a row of equal line charges with spacing `2 L`. -/
def plateSine (L : ℝ) (s : ℂ) : ℂ := Complex.sin ((π / (2 * L) : ℝ) * s)

/-- The reduced potential at `z` of a line charge at `w` and its images in the plates
`Re z = 0` and `Re z = L`. -/
def potential (L : ℝ) (w z : ℂ) : ℝ :=
  Real.log (‖plateSine L (z + conj w)‖ / ‖plateSine L (z - w)‖)

/-- The squared modulus of a complex sine splits into a part from the real coordinate and a part
from the imaginary coordinate. -/
theorem norm_sin_sq (s : ℂ) :
    ‖Complex.sin s‖ ^ 2 = Real.sin s.re ^ 2 + Real.sinh s.im ^ 2 := by
  have h : Complex.sin s = ((Real.sin s.re * Real.cosh s.im : ℝ) : ℂ)
      + ((Real.cos s.re * Real.sinh s.im : ℝ) : ℂ) * Complex.I := by
    push_cast
    exact Complex.sin_eq s
  rw [h, Complex.sq_norm, Complex.normSq_add_mul_I]
  linear_combination Real.sin s.re ^ 2 * Real.cosh_sq s.im
    + Real.sinh s.im ^ 2 * Real.sin_sq_add_cos_sq s.re

/-- The squared moduli of the sine factors of the image row and of the source row differ by a
product of one standing wave in the field point and one in the source point. -/
theorem image_sq_eq (L : ℝ) (w z : ℂ) :
    ‖plateSine L (z + conj w)‖ ^ 2 = ‖plateSine L (z - w)‖ ^ 2
      + Real.sin (π * z.re / L) * Real.sin (π * w.re / L) := by
  have trig : ∀ a b : ℝ, Real.sin (a + b) ^ 2
      = Real.sin (a - b) ^ 2 + Real.sin (2 * a) * Real.sin (2 * b) := by
    intro a b
    rw [Real.sin_add, Real.sin_sub, Real.sin_two_mul, Real.sin_two_mul]
    ring
  have hz : π * z.re / L = 2 * (π / (2 * L) * z.re) := by ring
  have hw : π * w.re / L = 2 * (π / (2 * L) * w.re) := by ring
  unfold plateSine
  rw [norm_sin_sq, norm_sin_sq]
  simp only [Complex.re_ofReal_mul, Complex.im_ofReal_mul, Complex.add_re, Complex.sub_re,
    Complex.add_im, Complex.sub_im, Complex.conj_re, Complex.conj_im, ← sub_eq_add_neg]
  rw [hz, hw, mul_add (π / (2 * L)) z.re w.re, mul_sub (π / (2 * L)) z.re w.re, trig]
  ring

/-- Within a horizontal distance `2 L` of a charge, the sine factor of its row vanishes only at
the charge itself. -/
theorem plateSine_ne_zero {L : ℝ} {s : ℂ} (hL : 0 < L) (h1 : -(2 * L) < s.re)
    (h2 : s.re < 2 * L) (hs : s ≠ 0) : plateSine L s ≠ 0 := by
  have hk : 0 < π / (2 * L) := by positivity
  have hkL : π / (2 * L) * (2 * L) = π := div_mul_cancel₀ _ (by positivity)
  unfold plateSine
  intro h
  generalize π / (2 * L) = k at hk hkL h
  have hn := norm_sin_sq ((k : ℂ) * s)
  rw [h, norm_zero, Complex.re_ofReal_mul, Complex.im_ofReal_mul] at hn
  -- both squares must vanish separately
  have hsin : Real.sin (k * s.re) = 0 := by
    apply pow_eq_zero_iff (two_ne_zero) |>.mp
    nlinarith [sq_nonneg (Real.sin (k * s.re)), sq_nonneg (Real.sinh (k * s.im))]
  have hsinh : Real.sinh (k * s.im) = 0 := by
    apply pow_eq_zero_iff (two_ne_zero) |>.mp
    nlinarith [sq_nonneg (Real.sin (k * s.re)), sq_nonneg (Real.sinh (k * s.im))]
  have hre : k * s.re = 0 :=
    (Real.sin_eq_zero_iff_of_lt_of_lt
      (by nlinarith [mul_pos hk (sub_pos.mpr h1)])
      (by nlinarith [mul_pos hk (sub_pos.mpr h2)])).mp hsin
  have him : k * s.im = 0 := Real.sinh_eq_zero.mp hsinh
  exact hs (Complex.ext ((mul_eq_zero.mp hre).resolve_left hk.ne')
    ((mul_eq_zero.mp him).resolve_left hk.ne'))

/-- The standing wave `sin (π x / L)` is positive strictly between the plates. -/
theorem standing_wave_pos {L x : ℝ} (h0 : 0 < x) (hL : x < L) : 0 < Real.sin (π * x / L) := by
  have hLp : 0 < L := h0.trans hL
  refine Real.sin_pos_of_pos_of_lt_pi (by positivity) ?_
  rw [div_lt_iff₀ hLp]
  nlinarith [mul_pos Real.pi_pos (sub_pos.mpr hL)]

/-- Strictly between the plates the sine factor of the image row exceeds that of the source
row in modulus. -/
theorem source_lt_image {L : ℝ} {w z : ℂ} (hw0 : 0 < w.re) (hwL : w.re < L)
    (hz0 : 0 < z.re) (hzL : z.re < L) :
    ‖plateSine L (z - w)‖ < ‖plateSine L (z + conj w)‖ := by
  refine lt_of_pow_lt_pow_left₀ 2 (norm_nonneg _) ?_
  rw [image_sq_eq]
  linarith [mul_pos (standing_wave_pos hz0 hzL) (standing_wave_pos hw0 hwL)]

/-- The potential of a line charge between two grounded plates vanishes on both plates and is
strictly positive everywhere between them away from the charge. -/
theorem potential_grounded_and_pos {L : ℝ} {w : ℂ} (hw0 : 0 < w.re) (hwL : w.re < L) :
    (∀ z : ℂ, z.re = 0 ∨ z.re = L → potential L w z = 0) ∧
    (∀ z : ℂ, 0 < z.re → z.re < L → z ≠ w → 0 < potential L w z) := by
  have hL : 0 < L := hw0.trans hwL
  constructor
  · intro z hz
    have hwave : Real.sin (π * z.re / L) = 0 := by
      rcases hz with h | h
      · simp [h]
      · rw [h, mul_div_assoc, div_self hL.ne', mul_one, Real.sin_pi]
    have heq : ‖plateSine L (z + conj w)‖ = ‖plateSine L (z - w)‖ :=
      (sq_eq_sq₀ (norm_nonneg _) (norm_nonneg _)).mp (by rw [image_sq_eq, hwave]; ring)
    -- the charge is not on a plate, so the ratio is a genuine 1
    have hne : plateSine L (z - w) ≠ 0 := by
      apply plateSine_ne_zero hL
      · rw [Complex.sub_re]; rcases hz with h | h <;> linarith
      · rw [Complex.sub_re]; rcases hz with h | h <;> linarith
      · intro h
        have h' := congrArg Complex.re (sub_eq_zero.mp h)
        rcases hz with h | h <;> linarith
    rw [potential, heq, div_self (norm_ne_zero_iff.mpr hne), Real.log_one]
  · intro z hz0 hzL hzw
    have hne : plateSine L (z - w) ≠ 0 := plateSine_ne_zero hL
      (by rw [Complex.sub_re]; linarith) (by rw [Complex.sub_re]; linarith) (sub_ne_zero.mpr hzw)
    exact Real.log_pos ((one_lt_div (norm_pos_iff.mpr hne)).mpr
      (source_lt_image hw0 hwL hz0 hzL))

/-- Between the plates and away from the line charge, the potential is harmonic. -/
theorem potential_harmonicAt {L : ℝ} {w z : ℂ} (hw0 : 0 < w.re) (hwL : w.re < L)
    (hz0 : 0 < z.re) (hzL : z.re < L) (hzw : z ≠ w) :
    InnerProductSpace.HarmonicAt (potential L w) z := by
  have hD : plateSine L (z - w) ≠ 0 := plateSine_ne_zero (hw0.trans hwL)
    (by rw [Complex.sub_re]; linarith) (by rw [Complex.sub_re]; linarith) (sub_ne_zero.mpr hzw)
  have hN : plateSine L (z + conj w) ≠ 0 :=
    norm_pos_iff.mp ((norm_nonneg _).trans_lt (source_lt_image hw0 hwL hz0 hzL))
  have dN : Differentiable ℂ (fun ζ : ℂ => plateSine L (ζ + conj w)) := by
    unfold plateSine; fun_prop
  have dD : Differentiable ℂ (fun ζ : ℂ => plateSine L (ζ - w)) := by
    unfold plateSine; fun_prop
  have hf : AnalyticAt ℂ (fun ζ : ℂ => plateSine L (ζ + conj w) / plateSine L (ζ - w)) z :=
    (dN.analyticAt z).div (dD.analyticAt z) hD
  -- the potential is the log-modulus of this analytic function
  have e : potential L w
      = fun ζ : ℂ => Real.log ‖plateSine L (ζ + conj w) / plateSine L (ζ - w)‖ := by
    funext ζ
    simp only [potential, norm_div]
  rw [e]
  exact hf.harmonicAt_log_norm (div_ne_zero hN hD)

/-- After the bare logarithm of the line charge is removed, the potential at the charge tends to
`ln ((2 L / π) sin (π Re w / L))`. -/
theorem potential_at_charge {L : ℝ} {w : ℂ} (hw0 : 0 < w.re) (hwL : w.re < L) :
    Filter.Tendsto (fun z => potential L w z + Real.log ‖z - w‖) (𝓝[≠] w)
      (𝓝 (Real.log (2 * L / π * Real.sin (π * w.re / L)))) := by
  have hL : 0 < L := hw0.trans hwL
  have hk : 0 < π / (2 * L) := by positivity
  have hpos := standing_wave_pos hw0 hwL
  have h0 : plateSine L 0 = 0 := by simp [plateSine]
  have hself : ‖plateSine L (w + conj w)‖ = Real.sin (π * w.re / L) :=
    (sq_eq_sq₀ (norm_nonneg _) hpos.le).mp (by
      rw [image_sq_eq, sub_self, h0, norm_zero]; ring)
  -- the source factor has derivative `π / (2 L)` at the charge
  have h1 : HasDerivAt (fun z : ℂ => ((π / (2 * L) : ℝ) : ℂ) * (z - w))
      ((π / (2 * L) : ℝ) : ℂ) w :=
    (((hasDerivAt_id' w).sub_const w).const_mul _).congr_deriv (mul_one _)
  have h2 : HasDerivAt (fun z : ℂ => plateSine L (z - w)) ((π / (2 * L) : ℝ) : ℂ) w :=
    h1.csin.congr_deriv (by rw [sub_self, mul_zero, Complex.cos_zero, one_mul])
  have hslope := (hasDerivAt_iff_tendsto_slope.mp h2).norm
  rw [Complex.norm_real, Real.norm_of_nonneg hk.le] at hslope
  have cN : Continuous (fun z : ℂ => ‖plateSine L (z + conj w)‖) := by
    unfold plateSine; fun_prop
  have hnum : Filter.Tendsto (fun z : ℂ => ‖plateSine L (z + conj w)‖) (𝓝[≠] w)
      (𝓝 (Real.sin (π * w.re / L))) := by
    rw [← hself]
    exact (cN.tendsto w).mono_left nhdsWithin_le_nhds
  have hlim := (hnum.div hslope hk.ne').log (div_pos hpos hk).ne'
  have hval : Real.sin (π * w.re / L) / (π / (2 * L))
      = 2 * L / π * Real.sin (π * w.re / L) := by
    rw [div_div_eq_mul_div]; ring
  rw [hval] at hlim
  refine hlim.congr' ?_
  have hstrip : Complex.re ⁻¹' Set.Ioo 0 L ∈ 𝓝[≠] w := mem_nhdsWithin_of_mem_nhds
    (Complex.continuous_re.continuousAt.preimage_mem_nhds (Ioo_mem_nhds hw0 hwL))
  filter_upwards [hstrip, self_mem_nhdsWithin] with z hz hzw
  have hz0 : 0 < z.re := hz.1
  have hzL : z.re < L := hz.2
  have hne : z - w ≠ 0 := sub_ne_zero.mpr hzw
  have hD : plateSine L (z - w) ≠ 0 := plateSine_ne_zero hL
    (by rw [Complex.sub_re]; linarith) (by rw [Complex.sub_re]; linarith) hne
  have hN := (norm_nonneg _).trans_lt (source_lt_image hw0 hwL hz0 hzL)
  have hs : ‖slope (fun z : ℂ => plateSine L (z - w)) w z‖
      = ‖plateSine L (z - w)‖ / ‖z - w‖ := by
    rw [slope_def_field, norm_div, sub_self, h0, sub_zero]
  simp only [Pi.div_apply, hs]
  rw [potential, ← Real.log_mul (div_ne_zero hN.ne' (norm_ne_zero_iff.mpr hD))
    (norm_ne_zero_iff.mpr hne), div_div_eq_mul_div, div_mul_eq_mul_div]

/-- Exchanging the line charge and the field point leaves the potential unchanged. -/
theorem potential_symm (L : ℝ) (w z : ℂ) : potential L w z = potential L z w := by
  have hD : ‖plateSine L (z - w)‖ = ‖plateSine L (w - z)‖ := by
    rw [← neg_sub w z, plateSine, mul_neg, Complex.sin_neg, norm_neg, plateSine]
  have hN : ‖plateSine L (z + conj w)‖ = ‖plateSine L (w + conj z)‖ :=
    (sq_eq_sq₀ (norm_nonneg _) (norm_nonneg _)).mp (by
      rw [image_sq_eq, image_sq_eq, hD]; ring)
  rw [potential, potential, hD, hN]

end

end LineChargeBetweenPlates
```

```lean
#print axioms LineChargeBetweenPlates.potential_grounded_and_pos
#print axioms LineChargeBetweenPlates.potential_harmonicAt
#print axioms LineChargeBetweenPlates.potential_at_charge
#print axioms LineChargeBetweenPlates.potential_symm
```

```
'LineChargeBetweenPlates.potential_grounded_and_pos' depends on axioms: [propext, Classical.choice, Quot.sound]
'LineChargeBetweenPlates.potential_harmonicAt' depends on axioms: [propext, Classical.choice, Quot.sound]
'LineChargeBetweenPlates.potential_at_charge' depends on axioms: [propext, Classical.choice, Quot.sound]
'LineChargeBetweenPlates.potential_symm' depends on axioms: [propext, Classical.choice, Quot.sound]
```

## How the Lean statements read

The cross-section perpendicular to the wire is the complex plane `ℂ`, and `conj w` is $\bar w$. The definition `plateSine L s` is $\sin(\pi s/(2L))$, and `potential L w z` is $G(z)$ for a wire at $w$, with the source point before the field point. The prefactor $\lambda/(2\pi\varepsilon_0)$ is left out, so where a docstring calls the potential positive, the physical potential is positive for $\lambda>0$ and negative for $\lambda<0$.

In `potential_grounded_and_pos`, the hypotheses `hw0` and `hwL` place the wire strictly between the plates. The condition `z ≠ w` is needed because Lean's conventions for division by zero and for the logarithm of zero give `potential L w w` the value 0, where the physical potential diverges.

In `potential_harmonicAt`, `HarmonicAt` means twice continuously differentiable over the reals at the point, with vanishing Laplacian nearby. In `potential_at_charge`, the filter `𝓝[≠] w` expresses approach to $w$ through points other than $w$.

The model is electrostatic, with an infinitely thin straight wire and perfectly conducting, infinite parallel plates. The file starts from the closed form and does not sum the image series. Nor does it address uniqueness, which requires a condition far along the plates: $e^{\pi y/L}\sin(\pi x/L)$ is also harmonic and zero on both plates, and could otherwise be added.

## How the proof follows the derivation

`norm_sin_sq` is the formula for $|\sin(p+iq)|^2$. It splits the sine into real and imaginary parts, and `linear_combination` supplies $\cosh^2=1+\sinh^2$ and $\sin^2+\cos^2=1$.

`image_sq_eq` is the formula for $N^2-D^2$. Its local statement `trig` is the real identity in $a$ and $b$, obtained from the addition and double-angle formulas.

`plateSine_ne_zero` locates the zeros of the source factor. A sum of two squares is zero, so `hsin` and `hsinh` make each term zero. The lemma allows horizontal displacements of size less than $2L$, which keeps the sine's argument strictly between $-\pi$ and $\pi$; the plates and the region between them need only half that range.

`standing_wave_pos` shows $\sin(\pi x/L)>0$ for $0<x<L$. `source_lt_image` combines it with the difference of squares to get $D<N$, comparing squares of nonnegative numbers.

`potential_grounded_and_pos` then has two branches. On a plate, `hwave` makes the standing wave vanish, `heq` gives $N=D$, and `hne` ensures that the ratio is really 1. Between the plates, `Real.log_pos` is applied to a ratio greater than 1.

`potential_harmonicAt` shows that numerator and denominator are complex differentiable and nonzero at the point, then uses Mathlib's result on the log-modulus of a nonvanishing analytic function.

`potential_at_charge` obtains the limit of $D/|z-w|$ from the derivative of the source factor, as `hslope`, and the limit of $N$ from continuity, as `hnum`. Their quotient gives the limit of the logarithm. The last part shows that this logarithm equals $G+\ln|z-w|$ at all points near the wire, the wire itself excepted, where every factor is nonzero and the logarithms may be combined.

`potential_symm` proves that $D$ is symmetric by oddness, and $N$ by applying `image_sq_eq` in both orders.
